# The exponential of a real multiple of a finite-dimensional Hamiltonian keeps its eigenvectors and exponentiates the scaled energy levels

A Hamiltonian with finitely many real levels `E i` is written as H = U diag(E) U†, where the columns of the unitary matrix U are orthonormal eigenvectors. The theorem `exp_eigenbasis` states that, for every real number c, exp(cH) = U diag(exp(c E i)) U†. The attempt moves c into the diagonal matrix and uses `Matrix.exp_conj` to take the conjugation by U outside the exponential. What remains is the exponential of a diagonal matrix, which `Matrix.exp_diagonal` reduces to the exponential of a function on the levels, to be compared with the claimed values one level at a time.

An attempt in Lean 4 with a fault in it:

```lean
import Mathlib

open Matrix
open scoped ComplexOrder

namespace ExpEigenbasis

noncomputable section

variable {ι : Type*} [Fintype ι] [DecidableEq ι]

/-- The exponential of a real multiple of a Hamiltonian with levels `E` and eigenvector matrix
`U` is obtained by exponentiating the levels. -/
theorem exp_eigenbasis (U : Matrix ι ι ℂ) (hU : U ∈ unitaryGroup ι ℂ) (E : ι → ℝ) (c : ℝ) :
    NormedSpace.exp (c • (U * diagonal (fun i => (E i : ℂ)) * star U)) =
      U * diagonal (fun i => ((Real.exp (c * E i) : ℝ) : ℂ)) * star U := by
  have h1 : U * star U = 1 := mem_unitaryGroup_iff.1 hU
  have h2 : star U * U = 1 := mem_unitaryGroup_iff'.1 hU
  have hinv : U⁻¹ = star U := inv_eq_right_inv h1
  have hu : IsUnit U := ⟨⟨U, star U, h1, h2⟩, rfl⟩
  have hd : c • diagonal (fun i => (E i : ℂ)) = diagonal (fun i => ((c * E i : ℝ) : ℂ)) := by
    ext i j
    by_cases h : i = j
    · subst h; simp
    · simp [h]
  have he : NormedSpace.exp (diagonal (fun i => ((c * E i : ℝ) : ℂ))) =
      diagonal (fun i => ((Real.exp (c * E i) : ℝ) : ℂ)) := by
    rw [Matrix.exp_diagonal]
    congr 1
    funext i
    rw [Pi.exp_apply, ← Complex.exp_eq_exp_ℂ, Complex.ofReal_exp]
  rw [← Matrix.smul_mul, ← Matrix.mul_smul, hd, ← hinv, Matrix.exp_conj _ _ hu, he]

end

end ExpEigenbasis
```

The compiler's answer:

```
Main.lean:31:8: error(lean.unknownIdentifier): Unknown identifier `Pi.exp_apply`
```

As a diff, the version that Lean accepts:

```diff
@@ -29,5 +29,9 @@
     congr 1
     funext i
-    rw [Pi.exp_apply, ← Complex.exp_eq_exp_ℂ, Complex.ofReal_exp]
+    -- evaluation at one level is a continuous ring homomorphism
+    refine (NormedSpace.map_exp (Pi.evalRingHom (fun _ : ι => ℂ) i) (continuous_apply i)
+      (fun k => ((c * E k : ℝ) : ℂ))).trans ?_
+    change NormedSpace.exp ((c * E i : ℝ) : ℂ) = _
+    rw [← Complex.exp_eq_exp_ℂ, Complex.ofReal_exp]
   rw [← Matrix.smul_mul, ← Matrix.mul_smul, hd, ← hinv, Matrix.exp_conj _ _ hu, he]
 
```

Cause. The message means that Lean found no declaration called `Pi.exp_apply`. The proof needed it for one step. After `Matrix.exp_diagonal`, `congr 1` and `funext i`, the left side is the exponential of a whole function, evaluated at `i`, and it has to become the exponential of the function's value at `i`.

The repair derives this step from `NormedSpace.map_exp`, by which a continuous ring homomorphism may be moved inside the exponential. The homomorphism here is evaluation at `i`, `Pi.evalRingHom`, and `continuous_apply i` supplies its continuity. The `.trans ?_` leaves the rest of the equality to be proved, and `change` writes the evaluated function as the plain number `c * E i`, cast to ℂ.

The last two rewrites are kept from the original line. They pass to the complex exponential and match it with the cast of the real one. The added comment only describes the step.
